# No change of basis negates all 2n+1 Jordan–Wigner gamma matrices

A two-component Dirac Hamiltonian in two space dimensions can be written as $p_xX+p_yY+mZ$, or with all three matrices negated. Both triples satisfy the same anticommutation relations, but no single change of basis turns $(X,Y,Z)$ into $(-X,-Y,-Z)$. I understand that the same holds for the $2n+1$ gamma matrices of size $2^n$ built from Pauli Kronecker products, and that it fails for an even number of them. Can this be made rigorous for every $n$ and checked by machine?

## The ordered product fixes the sign

Yes. Start from the single $1\times1$ matrix $1$. Given the list $\gamma_1,\dots,\gamma_{2n+1}$ of size $2^n$, form the next list as
$$\gamma_1\otimes Z,\ \dots,\ \gamma_{2n+1}\otimes Z,\quad 1\otimes X,\quad 1\otimes Y .$$

All of these are Hermitian because their factors are, and each squares to $1$ because its factors do. For two old gammas $\gamma\neq\delta$ in the list, the sign comes from the first factor:
$$(\gamma\otimes Z)(\delta\otimes Z)=\gamma\delta\otimes 1=-\delta\gamma\otimes 1=-(\delta\otimes Z)(\gamma\otimes Z).$$
For an old and a new one it comes from the Pauli factor, $\gamma\otimes ZX=-\gamma\otimes XZ$, and likewise with $Y$. The two new ones anticommute since $XY=-YX$.

Let $P_n$ be the ordered product of the list. Since $Z^{2n+1}=Z$ and $ZXY=i$,
$$P_{n+1}=(P_n\otimes Z^{2n+1})(1\otimes XY)=P_n\otimes ZXY=i\,(P_n\otimes 1).$$
With $P_0=1$ this gives $P_n=i^n\,1$.

Now suppose $S\gamma S^{-1}=-\gamma$ for every gamma, so that $S\gamma=-\gamma S$. Moving $S$ through the product costs one sign per factor:
$$SP_n=(-1)^{2n+1}P_nS=-P_nS.$$
As $P_n=i^n\,1$, this reads $2i^nS=0$, hence $S=0$, which is not invertible.

For an even number the argument breaks down. In the list of size $2^{n+1}$, drop the last matrix $\Gamma=1\otimes Y$. It anticommutes with each remaining $\gamma$ and $\Gamma^2=1$, so $\Gamma\gamma\Gamma=-\gamma$.

## What the theorems say

`gammas n` is the ordered list, and `gammas_length` gives its length, $2n+1$. `kron` is the Kronecker product with its index pairs relabelled by `split`, so that the result is again a matrix over `Fin (2 ^ (n + 1))`. `IsClifford` collects hermiticity, unit squares and pairwise anticommutation. This fixes the Euclidean convention, in which every gamma squares to $+1$.

`gammas_inequivalent` states, for every $n$ including $0$, that the gammas and their negatives both satisfy `IsClifford`, and that no `S` in the group of invertible matrices conjugates each gamma to its negative. `even_gammas_equivalent` is the contrasting even case. Irreducibility and the classification of all representations are not addressed.

In Lean 4 with Mathlib:

```lean
import Mathlib

open Matrix
open scoped Kronecker

namespace OddGammaInequivalence

noncomputable section

/-- The Pauli matrix X. -/
def pauliX : Matrix (Fin 2) (Fin 2) ℂ := !![0, 1; 1, 0]

/-- The Pauli matrix Y. -/
def pauliY : Matrix (Fin 2) (Fin 2) ℂ := !![0, -Complex.I; Complex.I, 0]

/-- The Pauli matrix Z. -/
def pauliZ : Matrix (Fin 2) (Fin 2) ℂ := !![1, 0; 0, -1]

/-- Splits a basis label of n+1 two-level systems into a label of the first n and one of the last. -/
def split (n : ℕ) : Fin (2 ^ (n + 1)) ≃ Fin (2 ^ n) × Fin 2 :=
  (finCongr (pow_succ 2 n)).trans finProdFinEquiv.symm

/-- The Kronecker product A ⊗ B, written as a matrix of size 2^(n+1). -/
def kron {n : ℕ} (A : Matrix (Fin (2 ^ n)) (Fin (2 ^ n)) ℂ) (B : Matrix (Fin 2) (Fin 2) ℂ) :
    Matrix (Fin (2 ^ (n + 1))) (Fin (2 ^ (n + 1))) ℂ :=
  (A ⊗ₖ B).submatrix (split n) (split n)

/-- The Jordan-Wigner recursion: every old gamma becomes γ ⊗ Z, and 1 ⊗ X and 1 ⊗ Y are appended. -/
def gammas : (n : ℕ) → List (Matrix (Fin (2 ^ n)) (Fin (2 ^ n)) ℂ)
  | 0 => [1]
  | n + 1 => (gammas n).map (fun γ => kron γ pauliZ) ++ [kron 1 pauliX, kron 1 pauliY]

/-- A list of Hermitian matrices that square to 1 and anticommute pairwise. -/
structure IsClifford {d : ℕ} (l : List (Matrix (Fin d) (Fin d) ℂ)) : Prop where
  herm : ∀ γ ∈ l, γᴴ = γ
  sq : ∀ γ ∈ l, γ * γ = 1
  anti : l.Pairwise fun γ δ => γ * δ = -(δ * γ)

/-- The Pauli matrices are Hermitian, square to 1 and anticommute, and ZXY = i. -/
theorem pauli_relations :
    (pauliXᴴ = pauliX ∧ pauliYᴴ = pauliY ∧ pauliZᴴ = pauliZ) ∧
    (pauliX * pauliX = 1 ∧ pauliY * pauliY = 1 ∧ pauliZ * pauliZ = 1) ∧
    (pauliX * pauliY = -(pauliY * pauliX) ∧ pauliZ * pauliX = -(pauliX * pauliZ) ∧
      pauliZ * pauliY = -(pauliY * pauliZ)) ∧
    pauliZ * (pauliX * pauliY) = Complex.I • (1 : Matrix (Fin 2) (Fin 2) ℂ) := by
  refine ⟨⟨?_, ?_, ?_⟩, ⟨?_, ?_, ?_⟩, ⟨?_, ?_, ?_⟩, ?_⟩ <;> ext i j <;> fin_cases i <;>
    fin_cases j <;> simp [pauliX, pauliY, pauliZ, Matrix.mul_apply, Fin.sum_univ_two]

/-- Kronecker products multiply factor by factor. -/
theorem kron_mul {n : ℕ} (A C : Matrix (Fin (2 ^ n)) (Fin (2 ^ n)) ℂ)
    (B D : Matrix (Fin 2) (Fin 2) ℂ) : kron A B * kron C D = kron (A * C) (B * D) := by
  unfold kron
  rw [Matrix.submatrix_mul_equiv, Matrix.mul_kronecker_mul]

/-- Scalars can be pulled out of both factors of a Kronecker product. -/
theorem kron_smul {n : ℕ} (a b : ℂ) (A : Matrix (Fin (2 ^ n)) (Fin (2 ^ n)) ℂ)
    (B : Matrix (Fin 2) (Fin 2) ℂ) : kron (a • A) (b • B) = (a * b) • kron A B := by
  ext i j
  simp only [kron, Matrix.submatrix_apply, Matrix.kroneckerMap_apply, Matrix.smul_apply,
    smul_eq_mul]
  ring

/-- The Kronecker product of two identity matrices is the identity. -/
theorem kron_one (n : ℕ) : kron (1 : Matrix (Fin (2 ^ n)) (Fin (2 ^ n)) ℂ) 1 = 1 := by
  unfold kron
  rw [Matrix.one_kronecker_one, Matrix.submatrix_one_equiv]

/-- The recursion yields 2n+1 gamma matrices. -/
theorem gammas_length (n : ℕ) : (gammas n).length = 2 * n + 1 := by
  induction n with
  | zero => simp [gammas]
  | succ n ih =>
    simp only [gammas, List.length_append, List.length_map, List.length_cons, List.length_nil, ih]
    omega

/-- The gamma matrices are Hermitian, square to 1 and anticommute pairwise. -/
theorem gammas_clifford (n : ℕ) : IsClifford (gammas n) := by
  obtain ⟨⟨hX, hY, hZ⟩, ⟨hXX, hYY, hZZ⟩, ⟨hXY, hZX, hZY⟩, -⟩ := pauli_relations
  induction n with
  | zero => exact ⟨by simp [gammas], by simp [gammas], by simp [gammas]⟩
  | succ n ih =>
    have hH : ∀ (A : Matrix (Fin (2 ^ n)) (Fin (2 ^ n)) ℂ) (B : Matrix (Fin 2) (Fin 2) ℂ),
        (kron A B)ᴴ = kron Aᴴ Bᴴ := fun A B => by
      unfold kron
      rw [Matrix.conjTranspose_submatrix, Matrix.conjTranspose_kronecker]
    have hl : ∀ (A : Matrix (Fin (2 ^ n)) (Fin (2 ^ n)) ℂ) (B : Matrix (Fin 2) (Fin 2) ℂ),
        kron (-A) B = -kron A B := fun A B => by simpa using kron_smul (-1) 1 A B
    have hr : ∀ (A : Matrix (Fin (2 ^ n)) (Fin (2 ^ n)) ℂ) (B : Matrix (Fin 2) (Fin 2) ℂ),
        kron A (-B) = -kron A B := fun A B => by simpa using kron_smul 1 (-1) A B
    refine ⟨?_, ?_, ?_⟩
    · intro γ hγ
      simp only [gammas, List.mem_append, List.mem_map, List.mem_cons, List.not_mem_nil,
        or_false] at hγ
      rcases hγ with ⟨δ, hδ, rfl⟩ | rfl | rfl
      · rw [hH, ih.herm δ hδ, hZ]
      · rw [hH, Matrix.conjTranspose_one, hX]
      · rw [hH, Matrix.conjTranspose_one, hY]
    · intro γ hγ
      simp only [gammas, List.mem_append, List.mem_map, List.mem_cons, List.not_mem_nil,
        or_false] at hγ
      rcases hγ with ⟨δ, hδ, rfl⟩ | rfl | rfl
      · rw [kron_mul, ih.sq δ hδ, hZZ, kron_one]
      · rw [kron_mul, hXX, one_mul, kron_one]
      · rw [kron_mul, hYY, one_mul, kron_one]
    · rw [gammas]
      refine List.pairwise_append.2 ⟨List.pairwise_map.2 (ih.anti.imp ?_),
        List.pairwise_cons.2 ⟨?_, List.pairwise_singleton _ _⟩, ?_⟩
      · -- two old gammas: the sign comes from the first factor
        intro γ δ h
        show kron γ pauliZ * kron δ pauliZ = -(kron δ pauliZ * kron γ pauliZ)
        rw [kron_mul, kron_mul, h, hl]
      · intro δ hδ
        obtain rfl := List.mem_singleton.1 hδ
        rw [kron_mul, kron_mul, hXY, hr]
      · -- an old and a new gamma: the sign comes from the Pauli factor
        intro γ hγ δ hδ
        obtain ⟨α, -, rfl⟩ := List.mem_map.1 hγ
        simp only [List.mem_cons, List.not_mem_nil, or_false] at hδ
        rcases hδ with rfl | rfl
        · rw [kron_mul, kron_mul, mul_one, one_mul, hZX, hr]
        · rw [kron_mul, kron_mul, mul_one, one_mul, hZY, hr]

/-- The ordered product of all 2n+1 gamma matrices is iⁿ times the identity. -/
theorem gammas_prod (n : ℕ) :
    (gammas n).prod = Complex.I ^ n • (1 : Matrix (Fin (2 ^ n)) (Fin (2 ^ n)) ℂ) := by
  obtain ⟨-, ⟨-, -, hZZ⟩, -, hZXY⟩ := pauli_relations
  induction n with
  | zero => simp [gammas]
  | succ n ih =>
    -- the Z factors of the old gammas collect into a power of Z
    have hmap : ∀ l : List (Matrix (Fin (2 ^ n)) (Fin (2 ^ n)) ℂ),
        (l.map (fun γ => kron γ pauliZ)).prod = kron l.prod (pauliZ ^ l.length) := by
      intro l
      induction l with
      | nil => simp [kron_one]
      | cons a t iht =>
        rw [List.map_cons, List.prod_cons, iht, kron_mul, List.prod_cons, List.length_cons,
          pow_succ' pauliZ]
    have hodd : pauliZ ^ (2 * n + 1) = pauliZ := by
      rw [pow_succ, pow_mul, pow_two, hZZ, one_pow, one_mul]
    rw [gammas, List.prod_append, hmap, ih, gammas_length, hodd]
    simp only [List.prod_cons, List.prod_nil, mul_one, kron_mul]
    rw [hZXY, kron_smul, kron_one, pow_succ Complex.I]

/-- If an odd number of matrices has a nonzero scalar as ordered product, then only S = 0
anticommutes with all of them. -/
theorem intertwiner_eq_zero {d : ℕ} (l : List (Matrix (Fin d) (Fin d) ℂ)) (hodd : Odd l.length)
    {c : ℂ} (hc : c ≠ 0) (hprod : l.prod = c • (1 : Matrix (Fin d) (Fin d) ℂ))
    (S : Matrix (Fin d) (Fin d) ℂ) (hS : ∀ γ ∈ l, S * γ = -(γ * S)) : S = 0 := by
  -- moving S through the product costs one sign per factor
  have key : ∀ t : List (Matrix (Fin d) (Fin d) ℂ), (∀ γ ∈ t, S * γ = -(γ * S)) →
      S * t.prod = (-1 : ℂ) ^ t.length • (t.prod * S) := by
    intro t
    induction t with
    | nil => intro _; simp
    | cons a t ih =>
      intro h
      have iht := ih fun γ hγ => h γ (List.mem_cons_of_mem _ hγ)
      rw [List.prod_cons, List.length_cons]
      calc S * (a * t.prod) = S * a * t.prod := (mul_assoc _ _ _).symm
        _ = -(a * (S * t.prod)) := by rw [h a List.mem_cons_self, neg_mul, mul_assoc]
        _ = (-1 : ℂ) ^ (t.length + 1) • (a * t.prod * S) := by
          rw [iht, mul_smul_comm, pow_succ, mul_assoc a]
          module
  have h := key l hS
  rw [hprod, hodd.neg_one_pow, mul_smul_comm, smul_mul_assoc, mul_one, one_mul] at h
  have h2 : (2 * c) • S = 0 := by linear_combination (norm := module) h
  calc S = (2 * c)⁻¹ • ((2 * c) • S) :=
        (inv_smul_smul₀ (mul_ne_zero two_ne_zero hc) S).symm
    _ = 0 := by rw [h2, smul_zero]

/-- The 2n+1 gamma matrices and their negatives both satisfy the Clifford relations, but no
invertible S conjugates every gamma to its negative. -/
theorem gammas_inequivalent (n : ℕ) :
    IsClifford (gammas n) ∧ IsClifford ((gammas n).map fun γ => -γ) ∧
    ¬ ∃ S : (Matrix (Fin (2 ^ n)) (Fin (2 ^ n)) ℂ)ˣ,
      ∀ γ ∈ gammas n, (S : Matrix (Fin (2 ^ n)) (Fin (2 ^ n)) ℂ) * γ *
        (S⁻¹ : (Matrix (Fin (2 ^ n)) (Fin (2 ^ n)) ℂ)ˣ) = -γ := by
  have h := gammas_clifford n
  refine ⟨h, ⟨?_, ?_, List.pairwise_map.2 (h.anti.imp ?_)⟩, ?_⟩
  · intro γ hγ
    obtain ⟨δ, hδ, rfl⟩ := List.mem_map.1 hγ
    rw [Matrix.conjTranspose_neg, h.herm δ hδ]
  · intro γ hγ
    obtain ⟨δ, hδ, rfl⟩ := List.mem_map.1 hγ
    rw [neg_mul_neg, h.sq δ hδ]
  · intro γ δ hh
    simpa only [neg_mul_neg] using hh
  · rintro ⟨S, hS⟩
    have : Nonempty (Fin (2 ^ n)) := ⟨⟨0, by positivity⟩⟩
    -- an invertible intertwiner would have to vanish
    refine S.ne_zero (intertwiner_eq_zero (gammas n) ⟨n, gammas_length n⟩
      (pow_ne_zero n Complex.I_ne_zero) (gammas_prod n) S ?_)
    intro γ hγ
    rw [← Units.inv_mul_cancel_right ((S : Matrix (Fin (2 ^ n)) (Fin (2 ^ n)) ℂ) * γ) S,
      hS γ hγ, neg_mul]

/-- Without the last gamma matrix the obstruction is gone: 1 ⊗ Y is its own inverse and
conjugates each of the remaining gammas to its negative. -/
theorem even_gammas_equivalent (n : ℕ) :
    kron (1 : Matrix (Fin (2 ^ n)) (Fin (2 ^ n)) ℂ) pauliY * kron 1 pauliY = 1 ∧
    ∀ γ ∈ (gammas (n + 1)).dropLast, kron 1 pauliY * γ * kron 1 pauliY = -γ := by
  have hL : gammas (n + 1) = ((gammas n).map (fun γ => kron γ pauliZ) ++ [kron 1 pauliX]) ++
      [kron 1 pauliY] := by simp [gammas]
  have h := gammas_clifford (n + 1)
  rw [hL] at h ⊢
  have hsq := h.sq (kron 1 pauliY) (List.mem_append_right _ (List.mem_singleton.2 rfl))
  refine ⟨hsq, fun γ hγ => ?_⟩
  rw [List.dropLast_concat] at hγ
  have ha := (List.pairwise_append.1 h.anti).2.2 γ hγ _ (List.mem_singleton.2 rfl)
  rw [mul_assoc, ha, mul_neg, ← mul_assoc, hsq, one_mul]

end

end OddGammaInequivalence
```

```lean
#print axioms OddGammaInequivalence.gammas_inequivalent
#print axioms OddGammaInequivalence.even_gammas_equivalent
```

```
'OddGammaInequivalence.gammas_inequivalent' depends on axioms: [propext, Classical.choice, Quot.sound]
'OddGammaInequivalence.even_gammas_equivalent' depends on axioms: [propext, Classical.choice, Quot.sound]
```

## How the proof follows the algebra

`pauli_relations` checks the $2\times2$ identities entry by entry. `kron_mul`, `kron_smul` and `kron_one` supply the rules for products, scalars and identities.

`gammas_clifford` is the induction above: its case splits separate old gammas from the two new ones, and `hl` and `hr` pull a minus sign out of the left or right factor. In `gammas_prod`, an inner induction `hmap` collects the $Z$ factors into a power, which `hodd` reduces to $Z$.

`intertwiner_eq_zero` needs no Clifford relations, only a list of odd length whose product is a nonzero scalar. Its step `key` counts the signs by induction on the list, and the last lines divide by $2c$, where $c$ is that scalar. `gammas_inequivalent` rewrites $S\gamma S^{-1}=-\gamma$ as $S\gamma=-\gamma S$, applies this lemma with $c=i^n$, and contradicts the fact that an invertible matrix of size $2^n\ge1$ is nonzero. `even_gammas_equivalent` reads the anticommutation with $1\otimes Y$ off `gammas_clifford`.

## Reading the sign off in code

In a program that builds the matrices with `np.kron`, multiply them in list order and compute $2^{-n}\,\mathrm{tr}(\gamma_1\cdots\gamma_{2n+1})$. The result is $i^n$ for this list and $-i^n$ for its negative, and a change of basis leaves it unchanged. For the free two-component Hamiltonian above, the same trace distinguishes $(X,Y,Z)$ from $(X,Y,-Z)$, so the sign of the mass cannot be removed by a basis change that keeps $X$ and $Y$ fixed.
